# Nonzero equilibrium bond currents at zero energy in a three-site ring with complex hopping

Let $P$ be the cyclic shift of three sites, with $P_{01}=P_{12}=P_{20}=1$ and all other entries zero. Let $H=i(P-P^2)$, $c>0$, $G=(-H+ic/2)^{-1}$ and $A=i(G-G^\dagger)$. Then

$$\operatorname{Im}(H_{01}A_{10})=\operatorname{Im}(H_{12}A_{21})=\operatorname{Im}(H_{20}A_{02})=\frac{16}{c(c^2+12)}>0 .$$

Here $H$ is the Hamiltonian of the ring, $c$ the level broadening by reservoirs and $A$ the spectral function at zero energy. Up to a constant prefactor, the three equal numbers are the bond currents per unit energy and occupation. Where they are occupied, the states at zero energy thus contribute a circulating current although no bias is applied. For a non-interacting model with broken time-reversal symmetry, a nonzero map of bond currents at a fixed energy and zero bias is therefore not by itself a sign of a faulty transport calculation.

## The ring and its bond currents

Sites are numbered 0, 1, 2. The hopping $i$ along the ring and $-i$ against it stands for a magnetic flux. The product $H_{01}H_{12}H_{20}=i^3=-i$ is not real, so no choice of site phases makes $H$ real. The constant $c$ is the level broadening from an identical, structureless reservoir at each site, with self-energy $S=-ic/2$.

In equilibrium all reservoirs share one occupation $f$, and the lesser Green function is $G^<=ifA$. Up to constant prefactors, the current between sites $i$ and $j$ per unit energy and occupation is then $\operatorname{Im}(H_{ij}A_{ji})$, which the code calls `bondCurrent`. As a site label or subscript, $i$ denotes a site; as a factor it is the imaginary unit. The ring is evaluated at energy zero only; the total current, an integral over energy weighted by $f$, is not computed. It can vanish even though the contribution at zero energy does not: for $f=1$ at all energies it is zero, because the integral of $A$ over energy is a multiple of the identity.

```lean
import Mathlib

open Matrix Complex

namespace EquilibriumBondCurrent

noncomputable section

variable {n : Type*} [Fintype n] [DecidableEq n]

/-- The spectral function `A = i (G - Gᴴ)` of a retarded Green function `G`. -/
def spectral {m : Type*} (G : Matrix m m ℂ) : Matrix m m ℂ := I • (G - Gᴴ)

/-- The bond current `Im (H_ij A_ji)` between sites `i` and `j`, per unit energy and
occupation. -/
def bondCurrent {m : Type*} (H A : Matrix m m ℂ) (i j : m) : ℝ := (H i j * A j i).im

/-- The cyclic shift `P` of three sites, with `P_01 = P_12 = P_20 = 1`. -/
def shift : Matrix (Fin 3) (Fin 3) ℂ := !![0, 1, 0; 0, 0, 1; 1, 0, 0]

/-- The three-site ring Hamiltonian `H = i (P - P²)`. -/
def ringH : Matrix (Fin 3) (Fin 3) ℂ := I • (shift - shift ^ 2)

/-- The retarded Green function `(-H + i c / 2)⁻¹` of the ring at zero energy, with
level broadening `c` on every site. -/
def ringG (c : ℝ) : Matrix (Fin 3) (Fin 3) ℂ :=
  (-ringH + (I * (c : ℂ) / 2) • (1 : Matrix (Fin 3) (Fin 3) ℂ))⁻¹
```

The next two definitions give a candidate for the inverse, $G=-irK$ with $r=2/(c(c^2+12))$ and a real matrix $K$.

```lean
/-- The real matrix to which the Green function of the ring is proportional. -/
def ringK (c : ℝ) : Matrix (Fin 3) (Fin 3) ℝ :=
  !![c ^ 2 + 4, 4 + 2 * c, 4 - 2 * c;
     4 - 2 * c, c ^ 2 + 4, 4 + 2 * c;
     4 + 2 * c, 4 - 2 * c, c ^ 2 + 4]

/-- The closed form of the Green function of the ring. -/
def ringGreen (c : ℝ) : Matrix (Fin 3) (Fin 3) ℂ :=
  (-(I * ((2 / (c * (c ^ 2 + 12)) : ℝ) : ℂ))) • (ringK c).map Complex.ofReal
```

## The Green function solves the resolvent equation

The hypothesis `hG` says $GM=1$ with $M=E-H-S$, for a real energy $E$ and any self-energy matrix $S$ on a finite set of sites. It makes $G$ the response of this particular Hamiltonian and these particular reservoirs.

By hand, take the adjoint. Since $E$ is real and $H$ is Hermitian, $M^\dagger=E-H-S^\dagger$, and $GM=1$ becomes $M^\dagger G^\dagger=1$. Now $S-S^\dagger=M^\dagger-M$, so

$$G(S-S^\dagger)G^\dagger=G(M^\dagger G^\dagger)-(GM)G^\dagger=G-G^\dagger .$$

Multiplying by $i$ gives $A=G\Gamma G^\dagger$ with the broadening matrix $\Gamma=i(S-S^\dagger)$. This links $A$ to the Keldysh equation $G^<=G\Sigma^<G^\dagger$, where $\Sigma^<=if\Gamma$ in equilibrium.

In the proof, `hM` computes $M^\dagger$, `h2` is the adjoint equation and `h3` is the difference of the two matrices. The final rewriting carries out the displayed line.

```lean
/-- If `H` is Hermitian and `G (E - H - S) = 1` with `E` real, the spectral function of `G` is `G Γ
Gᴴ` with the broadening matrix `Γ = i (S - Sᴴ)`. -/
theorem spectral_eq_broadening (E : ℝ) (H S G : Matrix n n ℂ) (hH : H.IsHermitian)
    (hG : G * ((E : ℂ) • (1 : Matrix n n ℂ) - H - S) = 1) :
    spectral G = G * (I • (S - Sᴴ)) * Gᴴ := by
  have hM : ((E : ℂ) • (1 : Matrix n n ℂ) - H - S)ᴴ
      = (E : ℂ) • (1 : Matrix n n ℂ) - H - Sᴴ := by
    rw [conjTranspose_sub, conjTranspose_sub, conjTranspose_smul, conjTranspose_one, hH.eq]
    congr 3
    exact Complex.conj_ofReal E
  -- the adjoint of the resolvent equation
  have h2 : ((E : ℂ) • (1 : Matrix n n ℂ) - H - Sᴴ) * Gᴴ = 1 := by
    rw [← hM, ← conjTranspose_mul, hG, conjTranspose_one]
  have h3 : S - Sᴴ = ((E : ℂ) • (1 : Matrix n n ℂ) - H - Sᴴ)
      - ((E : ℂ) • (1 : Matrix n n ℂ) - H - S) := by abel
  rw [Matrix.mul_smul, Matrix.smul_mul, h3, Matrix.mul_sub, Matrix.sub_mul, hG,
    Matrix.mul_assoc, h2, Matrix.mul_one, Matrix.one_mul, spectral]
```

Without the resolvent equation, $A$ has no relation to $H$. On two sites with $H_{01}=H_{10}=1$ and zero diagonal, a matrix $G$ whose only nonzero entry is $G_{10}=1$ gives $A_{10}=i$ and a bond current of 1, although $H$ is real.

## The Hamiltonian is Hermitian

Hermiticity means that the isolated system conserves probability, so that all loss and gain sits in $S$. It entered above through $M^\dagger$. If it fails, $i(H-H^\dagger)$ is added to $\Gamma$ in the formula for $A$.

It also gives $(H^T)_{ij}=H_{ji}=\overline{H_{ij}}$, so transposing $H$ reverses the magnetic flux. If $G$ is transposed too, the new spectral function $A'$ satisfies

$$A'_{ji}=i(G_{ij}-\overline{G_{ji}})=\overline{i(G_{ji}-\overline{G_{ij}})}=\overline{A_{ji}} .$$

Both factors of $H_{ij}A_{ji}$ are conjugated, and the imaginary part changes sign: for spinless electrons, time reversal flips every bond current. In the proof, `h1` and `h2` are these two conjugations. No resolvent equation is needed here.

```lean
/-- Transposing a Hermitian Hamiltonian together with its Green function reverses every
bond current. -/
theorem bondCurrent_transpose {m : Type*} (H G : Matrix m m ℂ) (hH : H.IsHermitian)
    (i j : m) :
    bondCurrent Hᵀ (spectral Gᵀ) i j = -bondCurrent H (spectral G) i j := by
  have h1 : Hᵀ i j = starRingEnd ℂ (H i j) := (hH.apply j i).symm
  have h2 : spectral Gᵀ j i = starRingEnd ℂ (spectral G j i) := by
    have ha : spectral Gᵀ j i = I * (G i j - starRingEnd ℂ (G j i)) := rfl
    have hb : spectral G j i = I * (G j i - starRingEnd ℂ (G i j)) := rfl
    rw [ha, hb]
    simp only [map_mul, map_sub, Complex.conj_I, Complex.conj_conj]
    ring
  unfold bondCurrent
  rw [h1, h2]
  simp only [Complex.mul_im, Complex.conj_re, Complex.conj_im]
  ring
```

## Hamiltonian and self-energy are symmetric under transposition

The hypotheses `hT` and `hS` say $H^T=H$ and $S^T=S$. Together with Hermiticity the first makes $H$ real. Both hypotheses hold for spinless electrons in a basis of real orbitals when neither the system nor its reservoirs, including the coupling between them, break time-reversal symmetry.

By hand, transposing $GM=1$ gives $MG^T=1$, because $M^T=M$. Hence $G^T=(GM)G^T=G(MG^T)=G$. The reversed system is then the original one, so each bond current equals its own negative and vanishes. The proof has the same order: `h1` is the transposed equation, `h2` is $G^T=G$, and `linarith` concludes from $x=-x$.

```lean
/-- If the Hermitian Hamiltonian and the self-energy are both symmetric under transposition and `G
(E - H - S) = 1` with `E` real, every bond current `Im (H_ij A_ji)` vanishes, where `A` is the
spectral function of `G`. -/
theorem bondCurrent_eq_zero (E : ℝ) (H S G : Matrix n n ℂ) (hH : H.IsHermitian)
    (hT : Hᵀ = H) (hS : Sᵀ = S)
    (hG : G * ((E : ℂ) • (1 : Matrix n n ℂ) - H - S) = 1) (i j : n) :
    bondCurrent H (spectral G) i j = 0 := by
  -- the Green function inherits the symmetry
  have h1 : ((E : ℂ) • (1 : Matrix n n ℂ) - H - S) * Gᵀ = 1 := by
    have h := congrArg Matrix.transpose hG
    rwa [transpose_mul, transpose_sub, transpose_sub, transpose_smul, transpose_one,
      hT, hS] at h
  have h2 : Gᵀ = G := by
    calc Gᵀ = (G * ((E : ℂ) • (1 : Matrix n n ℂ) - H - S)) * Gᵀ := by
          rw [hG, Matrix.one_mul]
      _ = G := by rw [Matrix.mul_assoc, h1, Matrix.mul_one]
  have h := bondCurrent_transpose H G hH i j
  rw [hT, h2] at h
  linarith
```

A two-site molecule with real hopping 1 and self-energy $-i$ on both sites satisfies all these hypotheses at zero energy. The next theorem verifies this, with the Green function given explicitly.

```lean
/-- A two-site molecule with real hopping `1` and self-energy `-i` on both sites meets the
hypotheses of `bondCurrent_eq_zero` at zero energy. -/
theorem bondCurrent_eq_zero_witness :
    (!![0, 1; 1, 0] : Matrix (Fin 2) (Fin 2) ℂ).IsHermitian ∧
    (!![0, 1; 1, 0] : Matrix (Fin 2) (Fin 2) ℂ)ᵀ = !![0, 1; 1, 0] ∧
    (!![-I, 0; 0, -I] : Matrix (Fin 2) (Fin 2) ℂ)ᵀ = !![-I, 0; 0, -I] ∧
    (!![-I / 2, -1 / 2; -1 / 2, -I / 2] : Matrix (Fin 2) (Fin 2) ℂ) *
      (((0 : ℝ) : ℂ) • (1 : Matrix (Fin 2) (Fin 2) ℂ) - !![0, 1; 1, 0]
        - !![-I, 0; 0, -I]) = 1 := by
  refine ⟨Matrix.IsHermitian.ext ?_, ?_, ?_, ?_⟩
  · intro i j
    fin_cases i <;> fin_cases j <;> simp
  · ext i j
    fin_cases i <;> fin_cases j <;> simp
  · ext i j
    fin_cases i <;> fin_cases j <;> simp
  · ext i j
    fin_cases i <;> fin_cases j <;> simp [Matrix.mul_apply, Fin.sum_univ_two] <;>
      first
        | ring1
        | linear_combination (-1 / 2 : ℂ) * Complex.I_sq
```

The ring shows what happens without $H^T=H$: its self-energy is a multiple of the identity, hence symmetric, but $H^T=-H$. Symmetry of $S$ matters as well. Take the same two-site $H$ at zero energy with $S=-\tfrac{i}{2}\Gamma$, where $\Gamma_{00}=\Gamma_{11}=2$, $\Gamma_{01}=-i$ and $\Gamma_{10}=i$. A short calculation gives $\operatorname{Im}(H_{01}A_{10})=-4/7$.

## The broadening is positive

The condition $c>0$ says that every site loses probability to its reservoir, which makes $G$ retarded. By hand, only $c\neq0$ is used to invert $-H+ic/2$. Entrywise,

$$H=\begin{pmatrix}0&i&-i\\-i&0&i\\i&-i&0\end{pmatrix},\qquad K=(c^2+4)+(4+2c)P+(4-2c)P^2 .$$

```lean
/-- The ring Hamiltonian has hopping `i` along the ring and `-i` against it. -/
theorem ringH_eq : ringH = !![0, I, -I; -I, 0, I; I, -I, 0] := by
  ext i j
  fin_cases i <;> fin_cases j <;>
    simp [ringH, shift, pow_two]
```

Multiply $-H+ic/2=\tfrac{ic}{2}-iP+iP^2$ by $K$, using $P^3=1$. The coefficients are

- of $1$: $\tfrac{ic}{2}(c^2+4)-i(4-2c)+i(4+2c)=\tfrac{i}{2}c(c^2+12)$;
- of $P$: $\tfrac{ic}{2}(4+2c)-i(c^2+4)+i(4-2c)=0$;
- of $P^2$: $\tfrac{ic}{2}(4-2c)-i(4+2c)+i(c^2+4)=0$.

Since $c(c^2+12)\neq0$, division is allowed, and $G=-irK$ is the inverse. In the proof, `hK` checks the product entry by entry, `hD` uses $c>0$ to exclude a zero denominator, and `hs` cancels the prefactors.

```lean
/-- For positive broadening the closed form is a true inverse of `-H + i c / 2`. -/
theorem ring_resolvent {c : ℝ} (hc : 0 < c) :
    (-ringH + (I * (c : ℂ) / 2) • (1 : Matrix (Fin 3) (Fin 3) ℂ)) * ringGreen c = 1 := by
  have hK : (-ringH + (I * (c : ℂ) / 2) • (1 : Matrix (Fin 3) (Fin 3) ℂ))
      * (ringK c).map Complex.ofReal
      = (I * ((c * (c ^ 2 + 12) : ℝ) : ℂ) / 2) • (1 : Matrix (Fin 3) (Fin 3) ℂ) := by
    rw [ringH_eq]
    ext i j
    fin_cases i <;> fin_cases j <;>
      simp [ringK, Matrix.mul_apply, Fin.sum_univ_three] <;> ring
  have hD : c * (c ^ 2 + 12) ≠ 0 := by positivity
  have hr : ((2 / (c * (c ^ 2 + 12)) : ℝ) : ℂ) * ((c * (c ^ 2 + 12) : ℝ) : ℂ) = 2 := by
    rw [← Complex.ofReal_mul, div_mul_cancel₀ _ hD]
    norm_num
  -- the scalar prefactors cancel
  have hs : -(I * ((2 / (c * (c ^ 2 + 12)) : ℝ) : ℂ))
      * (I * ((c * (c ^ 2 + 12) : ℝ) : ℂ) / 2) = 1 := by
    linear_combination (-I ^ 2 / 2) * hr - Complex.I_sq
  rw [ringGreen, Matrix.mul_smul, hK, smul_smul, hs, one_smul]
```

The ring therefore satisfies the hypotheses of the formula $A=G\Gamma G^\dagger$, here with $\Gamma=c$. The following theorem records this, turning the right inverse into a left inverse.

```lean
/-- For `c > 0` the ring with self-energy `-i c / 2` on every site meets the hypotheses of
`spectral_eq_broadening` at zero energy. -/
theorem spectral_eq_broadening_witness {c : ℝ} (hc : 0 < c) :
    ringH.IsHermitian ∧
    ringGreen c * (((0 : ℝ) : ℂ) • (1 : Matrix (Fin 3) (Fin 3) ℂ) - ringH
      - (-(I * (c : ℂ) / 2)) • (1 : Matrix (Fin 3) (Fin 3) ℂ)) = 1 := by
  constructor
  · rw [ringH_eq]
    refine Matrix.IsHermitian.ext ?_
    intro i j
    fin_cases i <;> fin_cases j <;> simp
  · have h : ((0 : ℝ) : ℂ) • (1 : Matrix (Fin 3) (Fin 3) ℂ) - ringH
        - (-(I * (c : ℂ) / 2)) • (1 : Matrix (Fin 3) (Fin 3) ℂ)
        = -ringH + (I * (c : ℂ) / 2) • (1 : Matrix (Fin 3) (Fin 3) ℂ) := by
      rw [Complex.ofReal_zero, zero_smul, neg_smul, zero_sub, sub_neg_eq_add]
    rw [h]
    exact mul_eq_one_comm.mp (ring_resolvent hc)
```

Because $K$ is real, $G^\dagger=irK^T$, and

$$A=i(-irK-irK^T)=r(K+K^T).$$

The lemma `ring_spectral` states this for each entry. It concerns the closed form alone and so needs no condition on $c$.

```lean
/-- The entries of the spectral function of the ring are real and symmetric in the two
sites. -/
theorem ring_spectral (c : ℝ) (i j : Fin 3) :
    spectral (ringGreen c) i j
      = ((2 / (c * (c ^ 2 + 12)) * (ringK c i j + ringK c j i) : ℝ) : ℂ) := by
  have key : ∀ r a b : ℝ, I * (-(I * (r : ℂ)) * (a : ℂ)
      - starRingEnd ℂ (-(I * (r : ℂ)) * (b : ℂ))) = ((r * (a + b) : ℝ) : ℂ) := by
    intro r a b
    simp only [map_mul, map_neg, Complex.conj_I, Complex.conj_ofReal,
      Complex.ofReal_mul, Complex.ofReal_add]
    linear_combination (-((r : ℂ) * ((a : ℂ) + (b : ℂ)))) * Complex.I_sq
  exact key _ _ _
```

Off the diagonal, $K_{ij}+K_{ji}=(4+2c)+(4-2c)=8$, so $A_{10}=8r=16/(c(c^2+12))$. With $H_{01}=i$ the bond current is $\operatorname{Im}(i\cdot 8r)=8r$. The other two bonds have the same hopping and the same spectral entry, so what enters a site through one bond leaves through the next.

The final theorem first identifies `ringG c`, defined by a matrix inverse, with the closed form. Its step `hb` then treats any bond with hopping $i$ and $K_{ji}+K_{ij}=8$, and is applied three times. Positivity of the value again uses $c>0$.

```lean
/-- In the ring with broadening `c > 0` the bond current `Im (H_ij A_ji)` takes the same value `16 /
(c (c² + 12))` at zero energy on the bonds 01, 12 and 20, and this value is positive. -/
theorem persistent_bond_current {c : ℝ} (hc : 0 < c) :
    bondCurrent ringH (spectral (ringG c)) 0 1 = 16 / (c * (c ^ 2 + 12)) ∧
    bondCurrent ringH (spectral (ringG c)) 1 2 = 16 / (c * (c ^ 2 + 12)) ∧
    bondCurrent ringH (spectral (ringG c)) 2 0 = 16 / (c * (c ^ 2 + 12)) ∧
    0 < 16 / (c * (c ^ 2 + 12)) := by
  have hG : ringG c = ringGreen c := Matrix.inv_eq_right_inv (ring_resolvent hc)
  -- each bond has hopping `i` and a real spectral entry
  have hb : ∀ i j : Fin 3, ringH i j = I → ringK c j i + ringK c i j = 8 →
      bondCurrent ringH (spectral (ringG c)) i j = 16 / (c * (c ^ 2 + 12)) := by
    intro i j h1 h2
    rw [bondCurrent, hG, ring_spectral, h1, h2, Complex.I_mul_im, Complex.ofReal_re]
    ring
  have h8 : (4 - 2 * c) + (4 + 2 * c) = 8 := by ring
  refine ⟨hb 0 1 ?_ h8, hb 1 2 ?_ h8, hb 2 0 ?_ h8, by positivity⟩ <;>
    · rw [ringH_eq]
      rfl

end

end EquilibriumBondCurrent
```

```lean
#print axioms EquilibriumBondCurrent.spectral_eq_broadening
#print axioms EquilibriumBondCurrent.bondCurrent_eq_zero
#print axioms EquilibriumBondCurrent.persistent_bond_current
```

```
'EquilibriumBondCurrent.spectral_eq_broadening' depends on axioms: [propext, Classical.choice, Quot.sound]
'EquilibriumBondCurrent.bondCurrent_eq_zero' depends on axioms: [propext, Classical.choice, Quot.sound]
'EquilibriumBondCurrent.persistent_bond_current' depends on axioms: [propext, Classical.choice, Quot.sound]
```

At $c=0$ the matrix $-H$ annihilates the uniform vector $(1,1,1)$, so there is no inverse; Lean's convention then sets both the inverse and the quotient to zero, and the strict inequality fails. As $c$ decreases to zero, the value at zero energy grows as $4/(3c)$, because this energy is an eigenvalue of the isolated ring. For $c<0$ the algebra still goes through, but $G$ is no longer retarded and the value is negative.
